# Induced transparency in a two-mode response: a coupling threshold decides between a dip and a peak at zero detuning

## The driven mode and its partner

A weak probe drives a damped mode, which is coupled to a second damped mode that the probe doesn't drive. Does the probe absorption have a dip or a peak on resonance?

Let $D$ be the detuning of the probe from the common resonance frequency of the two modes, $g$ and $G$ their damping rates, and $W$ the real coupling strength. All four are real numbers in one frequency unit. The rates damp amplitudes, so without coupling the energies of the undriven modes decay at $2g$ and $2G$.

```lean
import Mathlib

open Filter Topology

namespace InducedTransparency

noncomputable section
```

With time dependence $e^{-i\omega t}$, the steady amplitudes $a$ and $b$ in the frame of the probe obey

$$(g-iD)\,a + iW b = F,\qquad (G-iD)\,b + iW a = 0,$$

where $F$ is the drive. The second equation gives $b=-iWa/(G-iD)$. Substituting this into the first gives the response

$$\chi(D)=\frac aF=\frac{1}{g-iD+\dfrac{W^2}{G-iD}} .$$

The Lean development starts from this formula, and `response` is $\chi$ as a complex number.

```lean
/-- The probe response at detuning `D` of a mode with damping `g`, coupled with strength `W`
to a second mode with damping `G`; the formula is used for `g, G > 0`. -/
def response (g G W D : ℝ) : ℂ :=
  1 / ((g : ℂ) - Complex.I * D + (W : ℂ) ^ 2 / ((G : ℂ) - Complex.I * D))
```

The drive feeds energy into the first mode at a rate proportional to $\mathrm{Re}(F^*a)=|F|^2\,\mathrm{Re}\,\chi$, so the absorption is $A(D)=\mathrm{Re}\,\chi(D)$. The usual electric susceptibility carries an extra factor $i$, which moves absorption to its imaginary part.

```lean
/-- The absorption is the real part of the probe response, used for `g, G > 0`. -/
def absorption (g G W D : ℝ) : ℝ := (response g G W D).re
```

For a three-level atom with a weak probe and a resonant control field, the same formula describes electromagnetically induced transparency. There $g$ is the decay rate of the probed coherence, $G$ that of the coherence between the two lower levels, and $W$ half the control Rabi frequency. The reduction of the atom's equations of motion to this formula is taken as given.

## The line shape as a rational function

Write $P=gG+W^2$. Multiplying the denominator of $\chi$ by $G-iD$ gives

$$(g-iD)(G-iD)+W^2 = P-D^2-iD(g+G),$$

whose squared modulus is

$$N(D)=(P-D^2)^2+D^2(g+G)^2 .$$

For $g,G>0$ this is positive. At $D=0$ it equals $P^2>0$, and at any other $D$ the second square is positive. The Lean proof makes the same case split.

```lean
/-- For positive dampings the denominator of the absorption line shape is positive at every
real detuning. -/
theorem lineshape_den_pos {g G : ℝ} (hg : 0 < g) (hG : 0 < G) (W D : ℝ) :
    0 < (g * G + W ^ 2 - D ^ 2) ^ 2 + (D * (g + G)) ^ 2 := by
  by_cases hD : D = 0
  · subst hD
    have h : 0 < (g * G + W ^ 2) ^ 2 := by positivity
    nlinarith [h]
  · have hs : g + G ≠ 0 := by positivity
    have h : 0 < (D * (g + G)) ^ 2 := by positivity
    exact add_pos_of_nonneg_of_pos (sq_nonneg _) h
```

The response is therefore

$$\chi(D)=\frac{G-iD}{P-D^2-iD(g+G)} .$$

Multiplying above and below by the conjugate of the denominator and taking the real part gives

$$A(D)=\frac{G(P-D^2)+D^2(g+G)}{N(D)}=\frac{GP+gD^2}{N(D)} .$$

In `absorption_eq`, the hypothesis $G>0$ ensures that $G-iD\neq0$, so that the inner fraction can be cleared. The step `key` does this by comparing real and imaginary parts. `Complex.div_re` then supplies the real part of the quotient, and `ring` collects the terms.

```lean
/-- The absorption line shape as an explicit rational function of the detuning, for a
positive damping `G` of the second mode. -/
theorem absorption_eq {G : ℝ} (hG : 0 < G) (g W D : ℝ) :
    absorption g G W D = (G * (g * G + W ^ 2) + g * D ^ 2) /
      ((g * G + W ^ 2 - D ^ 2) ^ 2 + (D * (g + G)) ^ 2) := by
  have hre : ((G : ℂ) - Complex.I * D).re = G := by simp
  have him : ((G : ℂ) - Complex.I * D).im = -D := by simp
  have hu : (G : ℂ) - Complex.I * D ≠ 0 := by
    intro h
    rw [h, Complex.zero_re] at hre
    linarith
  -- clear the inner fraction
  have key : (g : ℂ) - Complex.I * D + (W : ℂ) ^ 2 / ((G : ℂ) - Complex.I * D)
      = (⟨g * G + W ^ 2 - D ^ 2, -(D * (g + G))⟩ : ℂ) / ((G : ℂ) - Complex.I * D) := by
    rw [eq_div_iff hu, add_mul, div_mul_cancel₀ _ hu]
    apply Complex.ext <;> simp [pow_two] <;> ring
  unfold absorption response
  rw [key, one_div_div, Complex.div_re, hre, him, Complex.normSq_mk]
  dsimp only
  ring
```

## The absorption at zero detuning

At $D=0$ the line shape reduces to

$$A(0)=\frac{GP}{P^2}=\frac{G}{gG+W^2}.$$

Lean cross-multiplies the two fractions, whose denominators are positive, and compares polynomials.

```lean
/-- With positive dampings the absorption at zero detuning is `G / (g G + W²)`. -/
theorem absorption_center {g G : ℝ} (hg : 0 < g) (hG : 0 < G) (W : ℝ) :
    absorption g G W 0 = G / (g * G + W ^ 2) := by
  have hP : 0 < g * G + W ^ 2 := by positivity
  rw [absorption_eq hG, div_eq_div_iff (lineshape_den_pos hg hG W 0).ne' hP.ne']
  ring
```

Without coupling the value is $1/g$. A nonzero $W$ of either sign enlarges the denominator and lowers the absorption. Since $G>0$, the centre never becomes perfectly transparent: "transparency" here means reduced absorption. Perfect transparency is the ideal limit $G\to0$ at fixed $W\neq0$, where $A(0)\to0$. The case $G=0$ itself is outside the theorems.

```lean
/-- With positive dampings, any nonzero coupling lowers the absorption at zero detuning below
its value without coupling. -/
theorem coupling_lowers_center {g G W : ℝ} (hg : 0 < g) (hG : 0 < G) (hW : W ≠ 0) :
    absorption g G W 0 < absorption g G 0 0 := by
  rw [absorption_center hg hG, absorption_center hg hG]
  have hW2 : 0 < W ^ 2 := by positivity
  have h0 : 0 < g * G + (0 : ℝ) ^ 2 := by positivity
  exact div_lt_div_of_pos_left hG h0 (by linarith)
```

A lower value at the centre need not be a dip, because the coupling also changes the absorption nearby. The comparison needs the difference

$$A(D)-A(0)=\frac{(GP+gD^2)P-G\,N(D)}{N(D)\,P}.$$

Expanding $N(D)=P^2-2PD^2+D^4+D^2(g+G)^2$ cancels the terms $GP^2$ and leaves the numerator

$$D^2\left[P(g+2G)-G(g+G)^2-GD^2\right].$$

Here $P(g+2G)=g^2G+2gG^2+W^2(g+2G)$ and $G(g+G)^2=g^2G+2gG^2+G^3$, so

$$A(D)-A(0)=\frac{D^2\left(S-GD^2\right)}{N(D)\,P},\qquad S=W^2(g+2G)-G^3 .$$

The Lean proof puts the two fractions over the common denominator and leaves the expansion to `ring`.

```lean
/-- The exact difference between the absorption at detuning `D` and at zero detuning, for
positive dampings. -/
theorem absorption_sub_center {g G : ℝ} (hg : 0 < g) (hG : 0 < G) (W D : ℝ) :
    absorption g G W D - absorption g G W 0 =
      D ^ 2 * (W ^ 2 * (g + 2 * G) - G ^ 3 - G * D ^ 2) /
        (((g * G + W ^ 2 - D ^ 2) ^ 2 + (D * (g + G)) ^ 2) * (g * G + W ^ 2)) := by
  have hP : 0 < g * G + W ^ 2 := by positivity
  have hN := lineshape_den_pos hg hG W D
  rw [absorption_center hg hG, absorption_eq hG, div_sub_div _ _ hN.ne' hP.ne']
  congr 1
  ring
```

## Where the absorption exceeds its central value

The denominator $N(D)P$ is positive, so the numerator fixes the sign:

$$A(D)>A(0)\iff D\neq0\ \text{ and }\ GD^2<S .$$

If $S>0$, this is the range $0<|D|<\sqrt{S/G}$. If $S\le0$, no detuning qualifies. The Lean theorem is named `transparency_window`, but this range isn't the transparency window in the usual sense, which is the region of low absorption around the centre. For $S>0$ the range contains the absorption peaks on both sides of the dip. For the forward direction, Lean assumes $GD^2\ge S$, finds the difference nonpositive and reaches a contradiction. For the reverse direction, it divides a positive numerator by a positive denominator.

```lean
/-- For positive dampings, the absorption at detuning `D` exceeds that at zero detuning exactly when
`D ≠ 0` and `G D² < W² (g + 2G) - G³`. -/
theorem transparency_window {g G : ℝ} (hg : 0 < g) (hG : 0 < G) (W D : ℝ) :
    absorption g G W 0 < absorption g G W D ↔
      D ≠ 0 ∧ G * D ^ 2 < W ^ 2 * (g + 2 * G) - G ^ 3 := by
  have hP : 0 < g * G + W ^ 2 := by positivity
  have hM := mul_pos (lineshape_den_pos hg hG W D) hP
  have key := absorption_sub_center hg hG W D
  constructor
  · intro h
    refine ⟨by rintro rfl; exact lt_irrefl _ h, ?_⟩
    by_contra hc
    have hc' := not_lt.1 hc
    have hnum : D ^ 2 * (W ^ 2 * (g + 2 * G) - G ^ 3 - G * D ^ 2) ≤ 0 := by
      nlinarith [mul_nonneg (sq_nonneg D) (sub_nonneg.2 hc')]
    have hq := div_nonpos_of_nonpos_of_nonneg hnum hM.le
    linarith
  · rintro ⟨hD, h⟩
    have hD2 : 0 < D ^ 2 := by positivity
    have hq := div_pos (mul_pos hD2 (sub_pos.2 h)) hM
    linarith
```

If $S\le0$ and $D\neq0$, then $S-GD^2<0$ and hence $A(D)<A(0)$. The centre is then the strict maximum of the whole line. This includes the threshold $S=0$, where the difference is $-GD^4/(N(D)P)$. The quadratic term vanishes there, so the second derivative at the centre would not settle the matter.

```lean
/-- For positive dampings and `W² (g + 2G) ≤ G³`, the absorption at zero detuning is strictly
larger than at every other detuning. -/
theorem center_strict_global_max {g G W : ℝ} (hg : 0 < g) (hG : 0 < G)
    (h : W ^ 2 * (g + 2 * G) ≤ G ^ 3) {D : ℝ} (hD : D ≠ 0) :
    absorption g G W D < absorption g G W 0 := by
  have hP : 0 < g * G + W ^ 2 := by positivity
  have hM := mul_pos (lineshape_den_pos hg hG W D) hP
  have key := absorption_sub_center hg hG W D
  have hD2 : 0 < D ^ 2 := by positivity
  have hneg : W ^ 2 * (g + 2 * G) - G ^ 3 - G * D ^ 2 < 0 := by
    linarith [mul_pos hG hD2]
  have hq := div_neg_of_neg_of_pos (mul_neg_of_pos_of_neg hD2 hneg) hM
  linarith
```

## A dip or a peak, with nothing in between

Positivity at every detuning follows from the line shape: $GP+gD^2$ and $N(D)$ are both positive.

If $S>0$, the condition $GD^2<S$ holds on an open set containing $D=0$, so the absorption exceeds its central value at every sufficiently small nonzero detuning and the centre is a strict local minimum. If $S\le0$, the centre is a strict maximum. One of these cases always applies, and a point can't be both a strict local minimum and a strict local maximum. Each implication is therefore an equivalence:

$$\text{strict local minimum}\iff G^3<W^2(g+2G),$$
$$\text{strict local maximum}\iff W^2(g+2G)\le G^3 .$$

In the theorem below, `∀ᶠ D in 𝓝[≠] (0 : ℝ)` reads "for all $D$ in some neighbourhood of $0$, except $0$ itself". With the strict inequality that follows it, this is the definition of a strict local extremum. The theorem assumes $g,G>0$ and allows any real $W$, including $W=0$, where the line is an ordinary Lorentzian with its peak at the centre.

The auxiliary statements `hmin` and `hmax` are the two implications from the threshold conditions. For the converses, Lean supposes that the condition fails, so that both strict inequalities hold near $0$. It then picks one nonzero detuning where they hold together and obtains a contradiction from `lt_asymm`.

```lean
/-- Induced transparency: for positive dampings the absorption is positive at every detuning.
Zero detuning is a strict local minimum exactly when `G³ < W² (g + 2G)`, and a strict local
maximum exactly when `W² (g + 2G) ≤ G³`. -/
theorem induced_transparency {g G : ℝ} (hg : 0 < g) (hG : 0 < G) (W : ℝ) :
    (∀ D, 0 < absorption g G W D) ∧
    ((∀ᶠ D in 𝓝[≠] (0 : ℝ), absorption g G W 0 < absorption g G W D) ↔
      G ^ 3 < W ^ 2 * (g + 2 * G)) ∧
    ((∀ᶠ D in 𝓝[≠] (0 : ℝ), absorption g G W D < absorption g G W 0) ↔
      W ^ 2 * (g + 2 * G) ≤ G ^ 3) := by
  -- above threshold, the absorption at small nonzero detunings exceeds that at the centre
  have hmin : G ^ 3 < W ^ 2 * (g + 2 * G) →
      ∀ᶠ D in 𝓝[≠] (0 : ℝ), absorption g G W 0 < absorption g G W D := by
    intro h
    have hopen : IsOpen {D : ℝ | G * D ^ 2 < W ^ 2 * (g + 2 * G) - G ^ 3} :=
      isOpen_lt (by fun_prop) continuous_const
    have h0 : (0 : ℝ) ∈ {D : ℝ | G * D ^ 2 < W ^ 2 * (g + 2 * G) - G ^ 3} := by
      change G * (0 : ℝ) ^ 2 < W ^ 2 * (g + 2 * G) - G ^ 3
      linarith
    filter_upwards [self_mem_nhdsWithin, mem_nhdsWithin_of_mem_nhds (hopen.mem_nhds h0)]
      with D hD hw
    exact (transparency_window hg hG W D).2 ⟨hD, hw⟩
  have hmax : W ^ 2 * (g + 2 * G) ≤ G ^ 3 →
      ∀ᶠ D in 𝓝[≠] (0 : ℝ), absorption g G W D < absorption g G W 0 := by
    intro h
    filter_upwards [self_mem_nhdsWithin] with D hD
    exact center_strict_global_max hg hG h hD
  refine ⟨fun D => ?_, ⟨fun h => ?_, hmin⟩, ⟨fun h => ?_, hmax⟩⟩
  · rw [absorption_eq hG]
    exact div_pos (by positivity) (lineshape_den_pos hg hG W D)
  -- a strict minimum and a strict maximum exclude each other
  · by_contra hc
    obtain ⟨D, h1, h2⟩ := (h.and (hmax (not_lt.1 hc))).exists
    exact lt_asymm h1 h2
  · by_contra hc
    obtain ⟨D, h1, h2⟩ := (h.and (hmin (not_le.1 hc))).exists
    exact lt_asymm h1 h2

end

end InducedTransparency
```

Within this linear two-mode model, the criterion gives the coupling needed for a central dip in a computed or measured spectrum: $W^2>G^3/(g+2G)$. A dip by itself doesn't tell interference from a splitting of the line into two resonances. A control field off resonance would give the two modes different detunings, and the formula would change.

## Two couplings with equal dampings

Take $g=G=1$, so that $S=3W^2-1$ and the uncoupled absorption at the centre is $1$.

For $W=1$, $P=2$ and $S=2$, so the absorption exceeds its central value exactly for $0<|D|<\sqrt2$. The line shape gives

$$A(0)=\tfrac12,\qquad A(1)=\frac{2+1}{1+4}=\tfrac35,\qquad A(\sqrt2)=\frac{2+2}{0+8}=\tfrac12,\qquad A(2)=\frac{2+4}{4+16}=\tfrac3{10}.$$

The absorption exceeds its central value at $D=1$, returns to it at $D=\sqrt2$ and lies below it at $D=2$.

For $W=\tfrac12$, $P=\tfrac54$ and $S=-\tfrac14$. Now

$$A(0)=\tfrac45,\qquad A(1)=\frac{9/4}{65/16}=\tfrac{36}{65}<\tfrac45 .$$

The coupling has lowered the centre from $1$ to $\tfrac45$, yet the centre is still the peak.

```lean
#print axioms InducedTransparency.coupling_lowers_center
#print axioms InducedTransparency.induced_transparency
```

```
'InducedTransparency.coupling_lowers_center' depends on axioms: [propext, Classical.choice, Quot.sound]
'InducedTransparency.induced_transparency' depends on axioms: [propext, Classical.choice, Quot.sound]
```
